# With positive hopping element and repulsion, a complex orbital minimises the restricted two-electron mean-field energy on a triangle, and no real orbital does

When a restricted two-electron calculation by optimal damping or EDIIS, run with real orbitals, settles on fractional occupations, a practical next step is to try a complex orbital before concluding that no single orbital reaches that energy. In the restricted mean-field model of two electrons on a triangle, with a positive hopping matrix element $t$ between sites and an on-site repulsion $U>0$, a complex orbital does reach it.

## Two electrons on three equivalent sites

Both electrons occupy the same spatial orbital, or the same mixture of orbitals. The one-spin density matrix $D$ is positive semidefinite with trace one, and

$$E(D)=2\,\mathrm{Tr}\,hD+U\sum_i D_{ii}^2 .$$

Here $h_{ij}=t$ between different sites and $h_{ii}=0$. The constant $U$ is the on-site repulsion between opposite spins. Since $t>0$, the two lowest levels of $h$ are degenerate at $-t$.

## The minimum and its minimisers in Lean

Sites are numbered $0,1,2$. `hopping t` is $h$, `energy t U D` is $E(D)$, and `IsDensity D` says that $D$ is positive semidefinite, hence Hermitian, with trace one. The real parts taken in `energy` lose nothing for such $D$. `orbitalDensity v` has entries $v_i\overline{v_j}$, and `chiral` is $(1,w,w^2)/\sqrt3$ with $w=e^{2\pi i/3}$.

For $t,U>0$, `triangle_minimum` says that $U/3-2t$ is the least energy over all density matrices (`IsLeast` includes attainment), that `chiral` attains it, and that every normalised real orbital lies strictly above it. With $U=0$ the real orbital $(1,-1,0)/\sqrt2$ reaches $-2t$, so $U\ge0$ would not suffice for the strict inequality.

`minimizer_iff` identifies the minimisers as the mixtures of the projectors on `chiral` and its complex conjugate. By `real_minimizer`, a minimiser with real entries is their equal mixture.

These statements concern the energy of this three-site model, not the convergence of an SCF algorithm or the correlated ground state. They also require both spins to share one density matrix: with opposite spins in $(1,-1,0)/\sqrt2$ and $(1,1,-2)/\sqrt6$, the unrestricted mean-field energy is $U/6-2t$, which is lower.

## Derivation from the sum of entries

Let $S=\sum_{ij}D_{ij}$. Trace one gives $\mathrm{Tr}\,hD=t(S-1)$ and $\sum_iD_{ii}^2=\tfrac13+\sum_i(D_{ii}-\tfrac13)^2$, so

$$E(D)=\frac U3-2t+2tS+U\sum_i\left(D_{ii}-\tfrac13\right)^2 .$$

With $u=(1,1,1)$, positivity gives $S=u^\dagger Du\ge0$. Hence $E\ge U/3-2t$, with equality exactly when $S=0$ and every $D_{ii}=1/3$. The chiral orbital has site densities $1/3$ and $S=|1+w+w^2|^2/3=0$.

For a real orbital $v$, equality requires $v_i^2=1/3$ and $v_0+v_1+v_2=0$. Then $(v_0+v_1)^2=v_2^2$ gives $v_0v_1=-1/6$, whereas $(v_0v_1)^2=1/9$, a contradiction.

For a general minimiser, $u^\dagger Du=0$ and $D\ge0$ imply $Du=0$, so every row sums to zero. Since $D_{ii}=1/3$, the real parts of the two off-diagonal elements in each row sum to $-1/3$. By Hermiticity $D_{ij}$ and $D_{ji}$ have the same real part, so the three row equations make all of them $-1/6$. The imaginary parts give, for one real $y$,

$$D_{01}=D_{12}=D_{20}=-\tfrac16+iy .$$

This is `ringState y`. The minor on sites $0,1$ gives $\tfrac19-\tfrac1{36}-y^2\ge0$, hence $|y|\le\sqrt3/6$. The endpoints $y=-\sqrt3/6$ and $y=\sqrt3/6$ are the projectors on `chiral` and its conjugate. Weight $c=\tfrac12-\sqrt3\,y$ on the first reproduces $D$, and $0\le c\le1$.

Real entries force $y=0$, so $c=1/2$. The two orbitals are orthogonal, so the occupations are $\tfrac12,\tfrac12,0$.

```lean
import Mathlib

open Matrix
open scoped ComplexOrder

namespace ChiralTriangle

noncomputable section

/-- Hopping matrix of the triangle: `t` between different sites, zero on the diagonal. -/
def hopping (t : ℝ) : Matrix (Fin 3) (Fin 3) ℂ :=
  Matrix.of fun i j => if i = j then 0 else (t : ℂ)

/-- The energy `2 Tr hD + U ∑ D_ii²`, with real parts taken of the trace and the site densities. -/
def energy (t U : ℝ) (D : Matrix (Fin 3) (Fin 3) ℂ) : ℝ :=
  2 * (hopping t * D).trace.re + U * ∑ i, (D i i).re ^ 2

/-- A density matrix: positive semidefinite (hence Hermitian) with trace one. -/
def IsDensity (D : Matrix (Fin 3) (Fin 3) ℂ) : Prop := D.PosSemidef ∧ D.trace = 1

/-- The matrix `|v⟩⟨v|` of a vector `v`, with entries `v i * star (v j)`. -/
def orbitalDensity (v : Fin 3 → ℂ) : Matrix (Fin 3) (Fin 3) ℂ := vecMulVec v (star v)

/-- The phase `w = exp(2πi/3)`. -/
def phase : ℂ := Complex.exp (2 * (Real.pi : ℂ) * Complex.I / 3)

/-- The complex orbital `(1, w, w²)/√3`. -/
def chiral : Fin 3 → ℂ := fun i => ![1, phase, phase ^ 2] i / (Real.sqrt 3 : ℝ)

/-- The Hermitian matrix with site densities `1/3` and bond orders `-1/6 ± iy` around the ring. -/
def ringState (y : ℝ) : Matrix (Fin 3) (Fin 3) ℂ :=
  !![⟨1/3, 0⟩, ⟨-1/6, y⟩, ⟨-1/6, -y⟩;
     ⟨-1/6, -y⟩, ⟨1/3, 0⟩, ⟨-1/6, y⟩;
     ⟨-1/6, y⟩, ⟨-1/6, -y⟩, ⟨1/3, 0⟩]

/-- At unit trace, the energy is `U/3 - 2t` plus `2t` times the real part of the sum of all entries
of `D`, plus `U` times the sum over sites of `((D i i).re - 1/3)²`. -/
theorem energy_excess (t U : ℝ) {D : Matrix (Fin 3) (Fin 3) ℂ} (hD : D.trace = 1) :
    energy t U D = U / 3 - 2 * t + 2 * t * (∑ i, ∑ j, D i j).re
      + U * ∑ i, ((D i i).re - 1 / 3) ^ 2 := by
  have h := congrArg Complex.re hD
  simp only [Matrix.trace, Matrix.diag_apply, Fin.sum_univ_three, Complex.add_re,
    Complex.one_re] at h
  simp [energy, hopping, Matrix.trace, Matrix.mul_apply, Fin.sum_univ_three]
  linear_combination (2 * U / 3 - 2 * t) * h

/-- The sum of all entries of a positive semidefinite matrix is real and nonnegative. -/
theorem total_nonneg {D : Matrix (Fin 3) (Fin 3) ℂ} (hD : D.PosSemidef) :
    0 ≤ ∑ i, ∑ j, D i j := by
  have h := hD.dotProduct_mulVec_nonneg (fun _ => 1)
  simpa [dotProduct, mulVec] using h

/-- For `t, U > 0`, a density matrix has energy `U/3 - 2t` exactly when its entries sum to
zero (in real part) and every site carries density `1/3`. -/
theorem energy_eq_min_iff {t U : ℝ} (ht : 0 < t) (hU : 0 < U)
    {D : Matrix (Fin 3) (Fin 3) ℂ} (hD : IsDensity D) :
    energy t U D = U / 3 - 2 * t ↔
      (∑ i, ∑ j, D i j).re = 0 ∧ ∀ i, (D i i).re = 1 / 3 := by
  rw [energy_excess t U hD.2]
  have a : 0 ≤ (∑ i, ∑ j, D i j).re := (Complex.le_def.mp (total_nonneg hD.1)).1
  have b : 0 ≤ ∑ i, ((D i i).re - 1 / 3) ^ 2 := Finset.sum_nonneg fun i _ => sq_nonneg _
  have ta := mul_nonneg ht.le a
  have ub := mul_nonneg hU.le b
  constructor
  · intro h
    have h1 : t * (∑ i, ∑ j, D i j).re = 0 := by linarith
    have h2 : U * ∑ i, ((D i i).re - 1 / 3) ^ 2 = 0 := by linarith
    have h3 := (mul_eq_zero.mp h2).resolve_left hU.ne'
    refine ⟨(mul_eq_zero.mp h1).resolve_left ht.ne', fun i => ?_⟩
    have h4 := (Finset.sum_eq_zero_iff_of_nonneg fun i _ => sq_nonneg _).mp h3 i
      (Finset.mem_univ i)
    exact sub_eq_zero.mp (pow_eq_zero_iff two_ne_zero |>.mp h4)
  · rintro ⟨h1, h2⟩
    rw [h1]
    simp [h2]

/-- The projector on `(1, w, w²)/√3` has site densities `1/3` and bond orders
`-1/6 ∓ i√3/6`; the complex-conjugate orbital has the opposite imaginary parts. -/
theorem chiral_density : orbitalDensity chiral = ringState (-(Real.sqrt 3 / 6)) ∧
    orbitalDensity (star chiral) = ringState (Real.sqrt 3 / 6) := by
  have hs : Real.sqrt 3 * Real.sqrt 3 = 3 := Real.mul_self_sqrt (by norm_num)
  have h1 : phase = ⟨-1/2, Real.sqrt 3 / 2⟩ := by
    have h : 2 * (Real.pi : ℂ) * Complex.I / 3
        = ((Real.pi - Real.pi / 3 : ℝ) : ℂ) * Complex.I := by push_cast; ring
    rw [phase, h]
    apply Complex.ext
    · rw [Complex.exp_ofReal_mul_I_re, Real.cos_pi_sub, Real.cos_pi_div_three]; norm_num
    · rw [Complex.exp_ofReal_mul_I_im, Real.sin_pi_sub, Real.sin_pi_div_three]
  have h2 : phase ^ 2 = ⟨-1/2, -(Real.sqrt 3 / 2)⟩ := by
    rw [h1, sq]
    apply Complex.ext <;> simp only [Complex.mul_re, Complex.mul_im] <;> linarith
  -- the two factors 1/√3 combine to 1/3
  have key : ∀ a b : ℂ, a / (Real.sqrt 3 : ℝ) * star (b / (Real.sqrt 3 : ℝ))
      = ((1 / 3 : ℝ) : ℂ) * (a * star b) := by
    intro a b
    have hc : ((Real.sqrt 3 : ℝ) : ℂ) * (Real.sqrt 3 : ℝ) = 3 := by exact_mod_cast hs
    simp only [star_div₀, Complex.star_def, Complex.conj_ofReal]
    rw [div_mul_div_comm, hc]
    push_cast
    ring
  have hP : orbitalDensity chiral = ringState (-(Real.sqrt 3 / 6)) := by
    ext i j
    have h : orbitalDensity chiral i j = ((1 / 3 : ℝ) : ℂ) *
      (![1, phase, phase ^ 2] i * star (![1, phase, phase ^ 2] j)) := key _ _
    rw [h, h2, h1]
    fin_cases i <;> fin_cases j <;> apply Complex.ext <;> simp [ringState] <;> nlinarith [hs]
  refine ⟨hP, ?_⟩
  -- conjugating the orbital transposes its projector
  have hT : orbitalDensity (star chiral) = (orbitalDensity chiral)ᵀ := by
    ext i j
    simp [orbitalDensity, vecMulVec_apply, mul_comm]
  rw [hT, hP]
  ext i j
  fin_cases i <;> fin_cases j <;> simp [ringState]

/-- Every matrix `ringState y` has energy `U/3 - 2t`. -/
theorem ringState_energy (t U y : ℝ) : energy t U (ringState y) = U / 3 - 2 * t := by
  simp [energy, hopping, Matrix.trace, Matrix.mul_apply, Fin.sum_univ_three, ringState]
  ring

/-- For `t, U > 0` the minimum energy over density matrices is `U/3 - 2t`. The orbital
`(1, w, w²)/√3` attains it, and every normalised real orbital lies strictly above it. -/
theorem triangle_minimum {t U : ℝ} (ht : 0 < t) (hU : 0 < U) :
    IsLeast (energy t U '' {D | IsDensity D}) (U / 3 - 2 * t) ∧
    (IsDensity (orbitalDensity chiral) ∧
      energy t U (orbitalDensity chiral) = U / 3 - 2 * t) ∧
    ∀ v : Fin 3 → ℝ, ∑ i, v i ^ 2 = 1 →
      U / 3 - 2 * t < energy t U (orbitalDensity fun i => (v i : ℂ)) := by
  have low : ∀ D, IsDensity D → U / 3 - 2 * t ≤ energy t U D := by
    intro D hD
    rw [energy_excess t U hD.2]
    have a : 0 ≤ (∑ i, ∑ j, D i j).re := (Complex.le_def.mp (total_nonneg hD.1)).1
    have b : 0 ≤ ∑ i, ((D i i).re - 1 / 3) ^ 2 := Finset.sum_nonneg fun i _ => sq_nonneg _
    have ta := mul_nonneg ht.le a
    have ub := mul_nonneg hU.le b
    linarith
  have hc : IsDensity (orbitalDensity chiral) := by
    refine ⟨posSemidef_vecMulVec_self_star _, ?_⟩
    rw [chiral_density.1]
    apply Complex.ext <;> simp [Matrix.trace, Fin.sum_univ_three, ringState]
    norm_num
  have he : energy t U (orbitalDensity chiral) = U / 3 - 2 * t := by
    rw [chiral_density.1, ringState_energy]
  refine ⟨⟨⟨_, hc, he⟩, ?_⟩, ⟨hc, he⟩, fun v hv => ?_⟩
  · rintro _ ⟨D, hD, rfl⟩
    exact low D hD
  have hD : IsDensity (orbitalDensity fun i => (v i : ℂ)) := by
    refine ⟨posSemidef_vecMulVec_self_star _, ?_⟩
    have h : ((∑ i, v i ^ 2 : ℝ) : ℂ) = 1 := by rw [hv]; norm_num
    rw [← h]
    simp [Matrix.trace, orbitalDensity, vecMulVec_apply, sq]
  refine lt_of_le_of_ne (low _ hD) fun h => ?_
  obtain ⟨h1, h2⟩ := (energy_eq_min_iff ht hU hD).mp h.symm
  have e1 : (∑ i, ∑ j, orbitalDensity (fun i => (v i : ℂ)) i j).re
      = (v 0 + v 1 + v 2) ^ 2 := by
    simp [orbitalDensity, vecMulVec_apply, Fin.sum_univ_three]
    ring
  have e2 : ∀ i, v i * v i = 1 / 3 := by
    intro i
    rw [← h2 i]
    simp [orbitalDensity, vecMulVec_apply]
  have hS : v 0 + v 1 + v 2 = 0 := pow_eq_zero_iff two_ne_zero |>.mp (e1.symm.trans h1)
  -- three real numbers of equal nonzero modulus cannot sum to zero
  have hab : v 0 * v 1 = -1 / 6 := by
    linear_combination (1 / 2) * e2 2 - (1 / 2) * e2 0 - (1 / 2) * e2 1
      + (1 / 2) * (v 0 + v 1 - v 2) * hS
  have hsq : (v 0 * v 1) * (v 0 * v 1) = 1 / 9 := by
    linear_combination (v 1 * v 1) * e2 0 + (1 / 3) * e2 1
  rw [hab] at hsq
  norm_num at hsq

/-- Mixing two matrices of the ring family mixes their imaginary bond orders. -/
theorem ringState_mix (c a b : ℝ) :
    (c : ℂ) • ringState a + ((1 - c : ℝ) : ℂ) • ringState b
      = ringState (c * a + (1 - c) * b) := by
  ext i j
  fin_cases i <;> fin_cases j <;> apply Complex.ext <;> simp [ringState] <;> ring

/-- For `t, U > 0`, the density matrices of energy `U/3 - 2t` are exactly the mixtures of the
projectors on `(1, w, w²)/√3` and on its complex conjugate. -/
theorem minimizer_iff {t U : ℝ} (ht : 0 < t) (hU : 0 < U)
    {D : Matrix (Fin 3) (Fin 3) ℂ} (hD : IsDensity D) :
    energy t U D = U / 3 - 2 * t ↔ ∃ c : ℝ, 0 ≤ c ∧ c ≤ 1 ∧
      D = (c : ℂ) • orbitalDensity chiral
        + ((1 - c : ℝ) : ℂ) • orbitalDensity (star chiral) := by
  rw [chiral_density.1, chiral_density.2]
  constructor
  · intro h
    obtain ⟨h1, h2⟩ := (energy_eq_min_iff ht hU hD).mp h
    have hS : ∑ i, ∑ j, D i j = 0 :=
      Complex.ext h1 (Complex.le_def.mp (total_nonneg hD.1)).2.symm
    -- positivity turns the vanishing total into vanishing row sums
    have hrow : D *ᵥ (fun _ => 1) = 0 :=
      (hD.1.dotProduct_mulVec_zero_iff _).mp (by simpa [dotProduct, mulVec] using hS)
    have hr : ∀ i, D i 0 + D i 1 + D i 2 = 0 := fun i => by
      simpa [mulVec, dotProduct, Fin.sum_univ_three] using congrFun hrow i
    have rr : ∀ i, (D i 0).re + (D i 1).re + (D i 2).re = 0 := fun i => by
      simpa using congrArg Complex.re (hr i)
    have ri : ∀ i, (D i 0).im + (D i 1).im + (D i 2).im = 0 := fun i => by
      simpa using congrArg Complex.im (hr i)
    have sr : ∀ i j, (D j i).re = (D i j).re := fun i j => by
      simpa using congrArg Complex.re (hD.1.isHermitian.apply i j)
    have si : ∀ i j, -(D j i).im = (D i j).im := fun i j => by
      simpa using congrArg Complex.im (hD.1.isHermitian.apply i j)
    obtain ⟨y, hy⟩ : ∃ y, D = ringState y := by
      refine ⟨(D 0 1).im, ?_⟩
      ext i j
      fin_cases i <;> fin_cases j <;> apply Complex.ext <;> simp [ringState] <;>
        linarith [h2 0, h2 1, h2 2, rr 0, rr 1, rr 2, ri 0, ri 1, ri 2, sr 0 1, sr 0 2,
          sr 1 2, si 0 0, si 1 1, si 2 2, si 0 1, si 0 2, si 1 2]
    -- a two-by-two minor bounds the imaginary bond order
    have hdet := (hD.1.submatrix ![0, 1]).det_nonneg
    rw [hy, det_fin_two] at hdet
    have hb := (Complex.le_def.mp hdet).1
    simp [ringState] at hb
    have hs : Real.sqrt 3 * Real.sqrt 3 = 3 := Real.mul_self_sqrt (by norm_num)
    have hz : (Real.sqrt 3 * y) ^ 2 ≤ 1 / 4 := by
      have e : (Real.sqrt 3 * y) ^ 2 = 3 * y ^ 2 := by linear_combination y ^ 2 * hs
      rw [e]
      nlinarith
    refine ⟨1 / 2 - Real.sqrt 3 * y, by nlinarith, by nlinarith, ?_⟩
    rw [ringState_mix, hy]
    congr 1
    linear_combination (-(y / 3)) * hs
  · rintro ⟨c, -, -, h⟩
    rw [h, ringState_mix, ringState_energy]

/-- For `t, U > 0`, a density matrix with real entries and energy `U/3 - 2t` is the equal
mixture of the projectors on `(1, w, w²)/√3` and on its complex conjugate. -/
theorem real_minimizer {t U : ℝ} (ht : 0 < t) (hU : 0 < U)
    {D : Matrix (Fin 3) (Fin 3) ℂ} (hD : IsDensity D) (hreal : ∀ i j, (D i j).im = 0)
    (hmin : energy t U D = U / 3 - 2 * t) :
    D = (1 / 2 : ℂ) • (orbitalDensity chiral + orbitalDensity (star chiral)) := by
  obtain ⟨c, -, -, h⟩ := (minimizer_iff ht hU hD).mp hmin
  have e : c * (-(Real.sqrt 3 / 6)) + (1 - c) * (Real.sqrt 3 / 6) = 0 := by
    have h01 := hreal 0 1
    rw [h, chiral_density.1, chiral_density.2, ringState_mix] at h01
    exact h01
  have hpos : Real.sqrt 3 ≠ 0 := (Real.sqrt_pos.mpr (by norm_num)).ne'
  have e' : Real.sqrt 3 * (1 - 2 * c) = 0 := by linear_combination 6 * e
  have hc : c = 1 / 2 := by linarith [(mul_eq_zero.mp e').resolve_left hpos]
  rw [h, hc]
  push_cast
  module

end

end ChiralTriangle
```

```lean
#print axioms ChiralTriangle.triangle_minimum
#print axioms ChiralTriangle.real_minimizer
```

```
'ChiralTriangle.triangle_minimum' depends on axioms: [propext, Classical.choice, Quot.sound]
'ChiralTriangle.real_minimizer' depends on axioms: [propext, Classical.choice, Quot.sound]
```

## From the energy identity to the segment of minimisers

`energy_excess` proves the energy identity: `simp` expands the sums and `linear_combination` inserts the trace condition. `total_nonneg` applies positivity to $u$, and `energy_eq_min_iff` extracts the equality conditions from two nonnegative terms.

`chiral_density` evaluates $w$ and compares entries; conjugating the orbital transposes its projector. `ringState_energy` computes the energy of the whole family. `triangle_minimum` combines these results and excludes real orbitals through the two values of $(v_0v_1)^2$.

In `minimizer_iff`, `dotProduct_mulVec_zero_iff` turns $u^\dagger Du=0$ into $Du=0$. `linarith` then solves the row and Hermiticity equations entry by entry, and `det_nonneg` on the submatrix `![0, 1]` bounds $y$. `ringState_mix` shows that mixing two members of the family averages their $y$ values, which supplies the weight $c$ and also the converse. `real_minimizer` sets the imaginary part of $D_{01}$ to zero and solves for $c=1/2$.
